# How the discrete Fourier transform responds to an invertible affine change of site label

Renumber the sites of a periodic chain, and a stored table of Fourier amplitudes in general no longer fits the data: weight can move to other wave numbers, and phases can change too. Suppose that the site now labelled $x$ had the old label $ax+s$. Two guesses at the repair are then wrong in general. One takes the new amplitude at $k$ from the old wave number $ak$ instead of $a^{-1}k$; the other computes the phase of the shift from the new wave number instead of the old one. If $a$ has no inverse modulo the number of sites, the map $x\mapsto ax+s$ misses some sites and is not a renumbering, and no relabelling of wave numbers repairs the table for every function.

Let $f(x)$ be the amplitude of one particle at site $x$ of a closed chain of $N$ sites. For $a$ invertible modulo $N$ and any $s,p$, put

$$g(x)=e^{2\pi i px/N}f(ax+s).$$

Then

$$\hat g(k)=e^{2\pi i qs/N}\hat f(q),\qquad q=a^{-1}(k-p).$$

The weights $|\hat f(k)|^2$ are therefore only permuted among the wave numbers of the ring.

## Sites, phases and the transform

Sites and wave numbers are both residues modulo $N$, elements of `ZMod N`. The condition `NeZero N` says $N\ge 1$, so the chain is finite. That a real crystal may be replaced by such a ring is the Born–von Karman assumption, which is taken over here and not derived.

```lean
import Mathlib

open Finset

namespace AffineFourierCovariance

noncomputable section

variable {N : ℕ} [NeZero N]
```

The basic phase is $e^{2\pi i x/N}$. It depends only on the residue of $x$, because adding $N$ to $x$ multiplies it by $e^{2\pi i}=1$.

```lean
/-- The phase factor `exp(2πi x/N)` attached to a residue `x` modulo `N`. -/
def phase (x : ZMod N) : ℂ := ZMod.stdAddChar x
```

The transform has a minus sign in the exponent and no prefactor:

$$\hat f(k)=\sum_x e^{-2\pi i kx/N}f(x).$$

The unitary convention divides by $\sqrt N$. This affects $\hat f$ and $\hat g$ alike and leaves the covariance formula unchanged.

```lean
/-- The discrete Fourier transform on a ring of `N` sites,
`f̂(k) = ∑ₓ exp(-2πi k x/N) f(x)`. -/
def dft (f : ZMod N → ℂ) (k : ZMod N) : ℂ := ∑ x, phase (-(k * x)) * f x
```

The transformed function $g$ is `affine a s p f`, defined for every residue $a$, invertible or not. Its three ingredients are called a boost $p$, a shift $s$ and a dilation $a$. The last name needs care: an invertible $a$ only permutes the sites of the ring. The neighbours $x$ and $x+1$ are sent to sites that differ by $a$, so they need not remain neighbours. Also, $f(x+s)$ is the profile of $f$ moved by $-s$.

```lean
/-- The function `g(x) = exp(2πi p x/N) f(a x + s)`, which combines a dilation `a`,
a shift `s` and a boost `p`. -/
def affine (a s p : ZMod N) (f : ZMod N → ℂ) (x : ZMod N) : ℂ :=
  phase (p * x) * f (a * x + s)
```

A particle localised at the site $y$ has amplitude one there and zero elsewhere. This function serves later as a probe.

```lean
/-- The function that is one at the site `y` and zero at all other sites. -/
def site (y x : ZMod N) : ℂ := if x = y then 1 else 0
```

## Three properties of the phase

On any integer $m$ the phase takes its familiar value $e^{2\pi i m/N}$, which ties the abstract character of Mathlib to the exponential.

```lean
/-- For every integer `m`, the phase of its residue is `exp(2πi m/N)`. -/
theorem phase_intCast (m : ℤ) :
    phase (m : ZMod N) = Complex.exp (2 * Real.pi * Complex.I * m / N) :=
  ZMod.stdAddChar_coe m
```

Exponents add: $e^{2\pi i(x+y)/N}=e^{2\pi i x/N}\,e^{2\pi i y/N}$.

```lean
/-- The phase of a sum is the product of the phases. -/
theorem phase_add (x y : ZMod N) : phase (x + y) = phase x * phase y :=
  AddChar.map_add_eq_mul _ x y
```

The modulus is one, because the exponent is a real number times $i$. The proof picks an integer representative $m$ and writes the exponent in that form.

```lean
/-- Every phase factor has modulus one. -/
theorem norm_phase (x : ZMod N) : ‖phase x‖ = 1 := by
  obtain ⟨m, rfl⟩ := ZMod.intCast_surjective x
  have h : 2 * Real.pi * Complex.I * m / N
      = ((2 * Real.pi * m / N : ℝ) : ℂ) * Complex.I := by
    push_cast
    ring
  rw [phase_intCast, h, Complex.norm_exp_ofReal_mul_I]
```

## Boost, shift and dilation one at a time

**Boost.** Combine the two exponentials under the sum:

$$\sum_x e^{-2\pi i kx/N}e^{2\pi i px/N}f(x)=\sum_x e^{-2\pi i(k-p)x/N}f(x)=\hat f(k-p).$$

The proof compares the sums term by term, and `ring` checks the exponent.

```lean
/-- Boost: multiplication by the plane wave of wave number `p` moves the spectrum by `p`. -/
theorem dft_boost (f : ZMod N → ℂ) (p k : ZMod N) :
    dft (fun x => phase (p * x) * f x) k = dft f (k - p) := by
  simp only [dft]
  refine Finset.sum_congr rfl fun x _ => ?_
  have h : -(k * x) + p * x = -((k - p) * x) := by ring
  rw [← mul_assoc, ← phase_add, h]
```

**Shift.** Put $y=x+s$, which runs over all sites once as $x$ does. Since $-kx=ks-ky$,

$$\sum_x e^{-2\pi i kx/N}f(x+s)=e^{2\pi i ks/N}\sum_y e^{-2\pi i ky/N}f(y)=e^{2\pi i ks/N}\hat f(k).$$

The substitution is `Equiv.addRight s`, the bijection $x\mapsto x+s$.

```lean
/-- Shift: translating the argument by `s` multiplies the spectrum by `exp(2πi k s/N)`. -/
theorem dft_shift (f : ZMod N → ℂ) (s k : ZMod N) :
    dft (fun x => f (x + s)) k = phase (k * s) * dft f k := by
  simp only [dft]
  rw [Finset.mul_sum]
  -- sum over the translated site `x + s`
  refine Fintype.sum_equiv (Equiv.addRight s) _ _ fun x => ?_
  change _ = phase (k * s) * (phase (-(k * (x + s))) * f (x + s))
  have h : k * s + -(k * (x + s)) = -(k * x) := by ring
  rw [← mul_assoc, ← phase_add, h]
```

**Dilation.** Put $y=ax$. Because $a$ is invertible, $y$ also runs over all sites once, and $kx=(a^{-1}k)(ax)=(a^{-1}k)y$. Hence

$$\sum_x e^{-2\pi i kx/N}f(ax)=\sum_y e^{-2\pi i(a^{-1}k)y/N}f(y)=\hat f(a^{-1}k).$$

In Lean, `a : (ZMod N)ˣ` is a residue together with its inverse; such residues are those coprime to $N$. The bijection is `Units.mulLeft a`, and the identity for the exponent is $a^{-1}a=1$ multiplied by $kx$.

```lean
/-- Dilation: after scaling the argument by a unit `a`, the amplitude at the wave number `k` is the
original amplitude at `a⁻¹ k`. -/
theorem dft_dilate (a : (ZMod N)ˣ) (f : ZMod N → ℂ) (k : ZMod N) :
    dft (fun x => f ((a : ZMod N) * x)) k
      = dft f (((a⁻¹ : (ZMod N)ˣ) : ZMod N) * k) := by
  simp only [dft]
  -- multiplication by a unit permutes the sites
  refine Fintype.sum_equiv (Units.mulLeft a) _ _ fun x => ?_
  change _ = phase (-(((a⁻¹ : (ZMod N)ˣ) : ZMod N) * k * ((a : ZMod N) * x)))
    * f ((a : ZMod N) * x)
  have h : ((a⁻¹ : (ZMod N)ˣ) : ZMod N) * k * ((a : ZMod N) * x) = k * x := by
    linear_combination (k * x) * a.inv_mul
  rw [h]
```

## The combined formula

Remove the three operations from the outside in. The boost replaces $k$ by $k-p$. What remains is $h(ax)$ with $h(y)=f(y+s)$, so the dilation replaces $k-p$ by $q=a^{-1}(k-p)$. The shift then acts at the wave number $q$:

$$\hat g(k)=\hat h(q)=e^{2\pi i qs/N}\hat f(q).$$

This order is why the phase contains $q$ and not $k$. The statement `dft_affine` holds for every unit $a$, all $s$, $p$ and $k$, and every complex function $f$; its `calc` block has one step for each removal.

```lean
/-- Affine covariance: for a unit `a`, the function `g(x) = exp(2πi p x/N) f(a x + s)` has
`ĝ(k) = exp(2πi q s/N) f̂(q)` with `q = a⁻¹ (k - p)`. -/
theorem dft_affine (a : (ZMod N)ˣ) (s p : ZMod N) (f : ZMod N → ℂ) (k : ZMod N) :
    dft (affine (a : ZMod N) s p f) k
      = phase (((a⁻¹ : (ZMod N)ˣ) : ZMod N) * (k - p) * s)
        * dft f (((a⁻¹ : (ZMod N)ˣ) : ZMod N) * (k - p)) :=
  -- remove the boost, then the dilation, then the shift
  calc dft (affine (a : ZMod N) s p f) k
      = dft (fun x => f ((a : ZMod N) * x + s)) (k - p) :=
        dft_boost (fun x => f ((a : ZMod N) * x + s)) p k
    _ = dft (fun y => f (y + s)) (((a⁻¹ : (ZMod N)ˣ) : ZMod N) * (k - p)) :=
        dft_dilate a (fun y => f (y + s)) (k - p)
    _ = _ := dft_shift f s _
```

## Five sites worked through

Take $N=5$, $a=2$, $s=1$, $p=1$, and write $\omega=e^{2\pi i/5}$. The inverse of $2$ is $3$, because $2\cdot 3=6\equiv 1$. Let $f(x)=\omega^x$, a plane wave of wave number $1$, so that $\hat f(1)=5$ and all other amplitudes vanish.

Directly from the definition,

$$g(x)=\omega^{x}\,\omega^{2x+1}=\omega\,\omega^{3x}.$$

This is a plane wave of wave number $3$ with a constant factor $\omega$, so $\hat g(3)=5\omega$ and the rest is zero.

The formula gives the same. The peak lies where $q=3(k-1)\equiv 1$, that is $k=3$, and the phase there is $\omega^{qs}=\omega$. Scaling by $a$ instead of $a^{-1}$ would require $2(k-1)\equiv 1$ and put the peak at $k=4$; using $k$ in the phase would give $\omega^3$. With the normalised wave $f/\sqrt5$ and the unitary transform, the peak values of $\hat f$ and $\hat g$ are $1$ and $\omega$.

## Two transformations in succession

Apply first the transformation with dilation $b$, shift $t$ and boost $r$, then the one with $a$, $s$, $p$. The result at $x$ is

$$e^{2\pi i[px+r(ax+s)]/N}f(b(ax+s)+t)
=e^{2\pi i rs/N}\,e^{2\pi i(p+ra)x/N}f(bax+bs+t).$$

This is again a transformation of the same kind, with dilation $ba$, shift $bs+t$ and boost $p+ra$, up to the constant phase $e^{2\pi i rs/N}$. For a single state that phase has no observable effect. Neither $a$ nor $b$ has to be invertible here. The two `ring` identities in the proof are the rearrangements of the site label and of the exponent.

```lean
/-- Two successive affine transformations equal a single one, up to the constant phase
`exp(2πi r s/N)` from the boost `r` of the first and the shift `s` of the second. -/
theorem affine_affine (a s p b t r : ZMod N) (f : ZMod N → ℂ) (x : ZMod N) :
    affine a s p (affine b t r f) x
      = phase (r * s) * affine (b * a) (b * s + t) (p + r * a) f x := by
  simp only [affine]
  have hx : b * (a * x + s) + t = b * a * x + (b * s + t) := by ring
  have hp : p * x + r * (a * x + s) = r * s + (p + r * a) * x := by ring
  rw [hx, ← mul_assoc, ← mul_assoc, ← phase_add, ← phase_add, hp]
```

## Relabelling works for all functions exactly when $a$ is invertible

Fix $a$, $s$ and $p$, and ask for one map $\sigma$ of wave numbers such that

$$|\hat g(k)|=|\hat f(\sigma(k))|\quad\text{for all } f \text{ and } k.$$

The map may depend on $a$, $s$ and $p$ but not on $f$, and it isn't required in advance to be a bijection.

If $a$ is invertible, $\sigma(k)=a^{-1}(k-p)$ works: take the modulus of the combined formula, where the phase contributes a factor of one.

If $a$ is not invertible, then $ax=1$ has no solution, so $ax+s$ never equals $1+s$. Let $f$ be the function concentrated on the site $1+s$. Then $g$ vanishes identically and $\hat g(0)=0$. But $\hat f$ has a single term, a pure phase, so $|\hat f(\sigma(0))|=1$ whatever $\sigma(0)$ is (or $1/\sqrt N$ in the unitary convention). This is a contradiction.

On four sites with $a=2$ and $s=0$, for instance, $g$ reads only the even sites, and a particle sitting on site $1$ disappears.

In the Lean proof, `hne` says that the site is missed, `hl` gives the vanishing amplitude, and `hr` gives the single phase. The last lines of the first half turn these into $0=1$.

```lean
/-- For given `a`, `s`, `p`, there is a relabelling `σ` of wave numbers with
`|ĝ(k)| = |f̂(σ k)|` for all `f` and `k`, where `g(x) = exp(2πi p x/N) f(a x + s)`,
exactly when `a` is a unit modulo `N`. -/
theorem exists_relabelling_iff_isUnit (a s p : ZMod N) :
    (∃ σ : ZMod N → ZMod N, ∀ (f : ZMod N → ℂ) (k : ZMod N),
      ‖dft (affine a s p f) k‖ = ‖dft f (σ k)‖) ↔ IsUnit a := by
  constructor
  · rintro ⟨σ, h⟩
    by_contra ha
    -- if `a` is not a unit, the site `1 + s` is never reached
    have hne : ∀ x, a * x + s ≠ 1 + s := fun x hx =>
      ha (isUnit_iff_exists_inv.mpr ⟨x, add_right_cancel hx⟩)
    have hl : dft (affine a s p (site (1 + s))) 0 = 0 := by
      simp only [dft, affine, site, hne, if_false, mul_zero, Finset.sum_const_zero]
    -- the transform of `site (1 + s)` is a single phase factor
    have hr : dft (site (1 + s)) (σ 0) = phase (-(σ 0 * (1 + s))) := by
      simp only [dft, site, mul_ite, mul_one, mul_zero, Finset.sum_ite_eq',
        Finset.mem_univ, if_true]
    have h0 := h (site (1 + s)) 0
    rw [hl, hr, norm_phase, norm_zero] at h0
    exact zero_ne_one h0
  · rintro ⟨u, rfl⟩
    refine ⟨fun k => ((u⁻¹ : (ZMod N)ˣ) : ZMod N) * (k - p), fun f k => ?_⟩
    rw [dft_affine, norm_mul, norm_phase, one_mul]

end

end AffineFourierCovariance
```

```lean
#print axioms AffineFourierCovariance.affine_affine
-- 'AffineFourierCovariance.affine_affine' depends on axioms: [propext, Classical.choice, Quot.sound]
#print axioms AffineFourierCovariance.exists_relabelling_iff_isUnit
-- 'AffineFourierCovariance.exists_relabelling_iff_isUnit' depends on axioms: [propext, Classical.choice, Quot.sound]
```
